# The Primitive Cell Area of a Lattice Plane as Cell Volume Times Reciprocal Length

## Metric, indices and adapted basis

Let $a_0,\dots,a_m$ be a primitive basis of a lattice in dimension $n=m+1$. Its metric is the matrix $G$ with entries $G_{ij}=a_i\cdot a_j$. This matrix is real, symmetric and positive definite, and $\sqrt{\det G}$ is the volume of the lattice cell. Lattice points have integer coordinate columns $x$, and the inner product of two lattice vectors with coordinates $x$ and $y$ is $x^TGy$.

An integer vector $h=(h_0,\dots,h_m)$ labels the family of planes $h\cdot x=\text{integer}$. The dual basis $b_i$, defined by $b_i\cdot a_j=\delta_{ij}$ without a factor $2\pi$, has metric $G^{-1}$. The reciprocal vector $\sum_i h_ib_i$ therefore has squared length $h^TG^{-1}h$.

Let $U$ be an integer matrix with columns $u_0,\dots,u_m$ and determinant $\pm1$, so that its columns are again a lattice basis. It is adapted to $h$ if

$$h\cdot u_j=0\quad(j<m),\qquad h\cdot u_m=1 .$$

The first $m$ columns lie in the plane through the origin, and the last leads to the next plane. A lattice point $\sum_j c_ju_j$ with integer $c_j$ has $h\cdot x=c_m$, so the points in the plane through the origin are exactly the integer combinations of $u_0,\dots,u_{m-1}$. These columns span a primitive cell of the plane.

Write $P$ for the $m\times m$ Gram matrix $P_{ij}=u_i^TGu_j$ with $i,j<m$. The claim is

$$\det P=\det G\;\,h^TG^{-1}h .$$

Its square root says that the area of the in-plane cell is the volume of the lattice cell times the length of the reciprocal vector. In slab models of surfaces this area converts an energy per surface cell into an energy per area, here for the primitive cell of an ideal, unreconstructed lattice plane.

## The in-plane determinant as a cofactor

Let $e$ be the last unit column vector. The conditions on the columns of $U$ combine into one equation,

$$h^TU=e^T .$$

Multiply on the right by the adjugate of $U$ and use $U\,\mathrm{adj}\,U=\det U\cdot 1$:

$$e^T\,\mathrm{adj}\,U=\det U\;h^T .$$

The metric in the new basis is $M=U^TGU$, and $P$ is $M$ without its last row and column. Its determinant is the last diagonal cofactor of $M$, whose sign is $(-1)^{2m}=1$:

$$\det P=e^T\,\mathrm{adj}(M)\,e .$$

The adjugate reverses products and commutes with transposition, so

$$\mathrm{adj}(M)=\mathrm{adj}\,U\;\,\mathrm{adj}\,G\;\,(\mathrm{adj}\,U)^T .$$

Inserting the row $e^T\,\mathrm{adj}\,U$ on the left and its transpose on the right gives

$$\det P=(\det U)^2\,h^T\,\mathrm{adj}(G)\,h=h^T\,\mathrm{adj}(G)\,h ,$$

because $\det U=\pm1$. Finally $\mathrm{adj}\,G=\det G\;G^{-1}$ for invertible $G$, which proves the claim. Only this last step needs invertibility; symmetry and positivity serve to give the determinants their meaning as squared volume and squared area.

## The (123) planes of a tetragonal lattice

Take edges $1,1,2$, so $G=\mathrm{diag}(1,1,4)$ and $\det G=4$. For $h=(1,2,3)$ the columns

$$u_0=(2,-1,0),\qquad u_1=(3,0,-1),\qquad u_2=(1,0,0)$$

are adapted: $2-2=0$, $3-3=0$, and $h\cdot u_2=1$, while the determinant of $U$ is $1$. The in-plane inner products are $u_0^TGu_0=4+1=5$, $u_0^TGu_1=6$ and $u_1^TGu_1=9+4=13$. Hence

$$\det P=5\cdot13-6^2=29 .$$

On the other side, $h^TG^{-1}h=1+4+\tfrac94=\tfrac{29}{4}$, and $4\cdot\tfrac{29}{4}=29$. The cell area $\sqrt{29}$ is the volume $2$ times the reciprocal length $\sqrt{29}/2$.

## Planes and metrics in Lean

The dimension is written `m + 1`, which guarantees that there is a last column. The case `m = 0` is included: the in-plane Gram matrix is then empty and has determinant $1$.

```lean
import Mathlib

open Matrix

namespace LatticePlaneCellArea

noncomputable section

variable {m : ℕ}
```

The indices are integers, while the metric is real. The first definition carries $h$ over to the real numbers.

```lean
/-- The Miller indices of a plane family, read as real numbers. -/
def realIndices (h : Fin (m + 1) → ℤ) : Fin (m + 1) → ℝ := fun i => (h i : ℝ)
```

The structure `AdaptedBasis h U` collects the conditions on $U$. For an integer matrix, `IsUnit U.det` means determinant $1$ or $-1$, so both orientations are allowed. The embedding `j.castSucc` sends an index below `m` to the same index among the `m + 1` columns, and `Fin.last m` is the index $m$.

```lean
/-- A lattice basis (the columns of `U`) adapted to the planes with indices `h`: all columns
but the last lie in the plane through the origin, and the last leads to the next plane. -/
structure AdaptedBasis (h : Fin (m + 1) → ℤ) (U : Matrix (Fin (m + 1)) (Fin (m + 1)) ℤ) :
    Prop where
  unimodular : IsUnit U.det
  inPlane : ∀ j : Fin m, ∑ i, h i * U i j.castSucc = 0
  nextPlane : ∑ i, h i * U i (Fin.last m) = 1
```

The matrix $P$ is `planeGram G U`. Here `*ᵥ` applies a matrix to a column vector and `⬝ᵥ` is the dot product, so each entry is $u_i^TGu_j$.

```lean
/-- The Gram matrix, in the metric `G`, of all columns of `U` but the last. -/
def planeGram (G : Matrix (Fin (m + 1)) (Fin (m + 1)) ℝ)
    (U : Matrix (Fin (m + 1)) (Fin (m + 1)) ℤ) : Matrix (Fin m) (Fin m) ℝ :=
  Matrix.of fun i j =>
    (fun k => (U k i.castSucc : ℝ)) ⬝ᵥ (G *ᵥ (fun k => (U k j.castSucc : ℝ)))
```

The quantity $h^TG^{-1}h$ is `recipNormSq G h`. The definition fixes the crystallographic convention; with the $2\pi$ of solid-state physics the squared length would be larger by a factor of $4\pi^2$.

```lean
/-- The squared length `hᵀ G⁻¹ h` of the reciprocal vector with indices `h`, without
factors of `2π`. -/
def recipNormSq (G : Matrix (Fin (m + 1)) (Fin (m + 1)) ℝ) (h : Fin (m + 1) → ℤ) : ℝ :=
  realIndices h ⬝ᵥ (G⁻¹ *ᵥ realIndices h)
```

## The cofactor argument for a real matrix

The central lemma concerns any real matrix $V$ and any real row $k$ with $k^TV=e^T$. It leaves the factor $(\det V)^2$ in place and assumes nothing about $G$.

The facts `h1` and `h2` are the equation $e^T\,\mathrm{adj}\,V=\det V\;k^T$ and its transpose. Next, `h3` identifies the minor with the last diagonal entry of the adjugate, and `h4` writes such an entry as $e^TMe$. The closing rewrite expands the adjugate of the triple product with `Matrix.adjugate_mul_distrib`, inserts `h1` and `h2` at the two ends, and extracts the two factors $\det V$.

```lean
/-- If the row `k` times `V` is the last unit row, the minor of the transformed metric
`Vᵀ G V` without its last row and column is `(det V)²` times `kᵀ adj(G) k`. -/
theorem minor_of_transformed_metric (G V : Matrix (Fin (m + 1)) (Fin (m + 1)) ℝ)
    (k : Fin (m + 1) → ℝ) (hk : k ᵥ* V = Pi.single (Fin.last m) 1) :
    ((Vᵀ * G * V).submatrix Fin.castSucc Fin.castSucc).det
      = V.det ^ 2 * (k ⬝ᵥ (G.adjugate *ᵥ k)) := by
  -- the last row of the adjugate of `V` is proportional to `k`
  have h1 : (Pi.single (Fin.last m) 1 : Fin (m + 1) → ℝ) ᵥ* V.adjugate = V.det • k := by
    rw [← hk, Matrix.vecMul_vecMul, Matrix.mul_adjugate, Matrix.vecMul_smul, Matrix.vecMul_one]
  have h2 : V.adjugateᵀ *ᵥ (Pi.single (Fin.last m) 1 : Fin (m + 1) → ℝ) = V.det • k := by
    rw [Matrix.mulVec_transpose, h1]
  -- the minor is the last diagonal entry of the adjugate
  have h3 : ((Vᵀ * G * V).submatrix Fin.castSucc Fin.castSucc).det
      = (Vᵀ * G * V).adjugate (Fin.last m) (Fin.last m) := by
    rw [Matrix.adjugate_fin_succ_eq_det_submatrix, Fin.succAbove_last,
      Even.neg_one_pow ⟨_, rfl⟩, one_mul]
  have h4 : ∀ M : Matrix (Fin (m + 1)) (Fin (m + 1)) ℝ, M (Fin.last m) (Fin.last m)
      = (Pi.single (Fin.last m) 1 : Fin (m + 1) → ℝ) ⬝ᵥ
        (M *ᵥ (Pi.single (Fin.last m) 1 : Fin (m + 1) → ℝ)) := by
    intro M
    simp [Matrix.mulVec, dotProduct, Pi.single_apply]
  rw [h3, h4 (Vᵀ * G * V).adjugate, Matrix.adjugate_mul_distrib, Matrix.adjugate_mul_distrib,
    ← Matrix.adjugate_transpose, ← Matrix.mulVec_mulVec, ← Matrix.mulVec_mulVec, h2,
    Matrix.dotProduct_mulVec, h1, Matrix.mulVec_smul, smul_dotProduct, dotProduct_smul,
    smul_eq_mul, smul_eq_mul]
  ring
```

## From integer conditions to the area

To apply the lemma, the next proof takes $V$ to be $U$ with real entries. It establishes three things. The first, `hk`, is $h^TU=e^T$, checked separately for the last column and the others, with `exact_mod_cast` carrying the integer equations over to the reals. The second, `hdet`, is $(\det U)^2=1$, from the two possible values of the determinant. The third, `hgram`, says that `planeGram G U` is the transformed metric without its last row and column. The result, $\det P=h^T\,\mathrm{adj}(G)\,h$, holds for every real matrix $G$, singular ones included.

```lean
/-- For an adapted basis the in-plane Gram determinant is `hᵀ adj(G) h`, for every real
matrix `G`. -/
theorem planeGram_det_eq_adjugate (G : Matrix (Fin (m + 1)) (Fin (m + 1)) ℝ)
    {h : Fin (m + 1) → ℤ} {U : Matrix (Fin (m + 1)) (Fin (m + 1)) ℤ} (hU : AdaptedBasis h U) :
    (planeGram G U).det = realIndices h ⬝ᵥ (G.adjugate *ᵥ realIndices h) := by
  let V : Matrix (Fin (m + 1)) (Fin (m + 1)) ℝ := U.map (fun z : ℤ => (z : ℝ))
  -- the plane conditions say that `h` times `U` is the last unit row
  have hk : realIndices h ᵥ* V = Pi.single (Fin.last m) 1 := by
    ext j
    refine Fin.lastCases ?_ (fun j => ?_) j
    · have e : ∑ i, (h i : ℝ) * (U i (Fin.last m) : ℝ) = 1 := by
        exact_mod_cast hU.nextPlane
      rw [Pi.single_eq_same]
      exact e
    · have e : ∑ i, (h i : ℝ) * (U i j.castSucc : ℝ) = 0 := by
        exact_mod_cast hU.inPlane j
      rw [Pi.single_eq_of_ne (Fin.castSucc_lt_last j).ne]
      exact e
  have hdet : V.det ^ 2 = 1 := by
    have e : V.det = (U.det : ℝ) := ((Int.castRingHom ℝ).map_det U).symm
    rw [e]
    rcases Int.isUnit_iff.mp hU.unimodular with h1 | h1 <;> rw [h1] <;> norm_num
  have hgram : planeGram G U = (Vᵀ * G * V).submatrix Fin.castSucc Fin.castSucc := by
    rw [Matrix.mul_assoc]
    ext i j
    simp [planeGram, V, Matrix.mul_apply, Matrix.mulVec, dotProduct]
  rw [hgram, minor_of_transformed_metric G V _ hk, hdet, one_mul]
```

The main theorem adds the hypothesis `G.det ≠ 0` and replaces the adjugate. The calculation `hadj` inserts $GG^{-1}=1$ after $\mathrm{adj}\,G$ and then uses $\mathrm{adj}(G)\,G=\det G\cdot1$.

```lean
/-- The Gram determinant of the in-plane vectors of an adapted basis equals `det G` times the
squared reciprocal length `hᵀ G⁻¹ h`, for every nondegenerate metric `G`. -/
theorem planeGram_det (G : Matrix (Fin (m + 1)) (Fin (m + 1)) ℝ) (hG : G.det ≠ 0)
    {h : Fin (m + 1) → ℤ} {U : Matrix (Fin (m + 1)) (Fin (m + 1)) ℤ} (hU : AdaptedBasis h U) :
    (planeGram G U).det = G.det * recipNormSq G h := by
  have hadj : G.adjugate = G.det • G⁻¹ := by
    calc G.adjugate = G.adjugate * (G * G⁻¹) := by
          rw [Matrix.mul_nonsing_inv _ (isUnit_iff_ne_zero.mpr hG), Matrix.mul_one]
      _ = G.det • G⁻¹ := by
          rw [← Matrix.mul_assoc, Matrix.adjugate_mul, Matrix.smul_mul, Matrix.one_mul]
  rw [planeGram_det_eq_adjugate G hU, hadj, Matrix.smul_mulVec, dotProduct_smul, smul_eq_mul,
    recipNormSq]
```

The area form assumes `G.PosDef`, which for a real matrix includes symmetry. This is the condition that $G$ comes from linearly independent vectors in Euclidean space. It makes $\det G$ positive, which supplies the nonzero determinant and allows the square root of the product to be split.

```lean
/-- For a positive definite metric, the area of the in-plane cell is the volume of the lattice
cell times the length of the reciprocal vector (without factors of `2π`). -/
theorem plane_cell_area (G : Matrix (Fin (m + 1)) (Fin (m + 1)) ℝ) (hG : G.PosDef)
    {h : Fin (m + 1) → ℤ} {U : Matrix (Fin (m + 1)) (Fin (m + 1)) ℤ} (hU : AdaptedBasis h U) :
    √(planeGram G U).det = √G.det * √(recipNormSq G h) := by
  rw [planeGram_det G hG.det_pos.ne' hU, Real.sqrt_mul hG.det_pos.le]
```

The theorems take the adapted basis as given; they do not construct one for a general $h$. Its existence forces the indices to have no common factor, since $h\cdot u_m=1$. The indices must also refer to a primitive basis. For a centred lattice, indices quoted for the conventional cell have to be converted first.

## Hypercubic lattices and an explicit basis

For a hypercubic lattice of edge $a$ the metric is $a^2$ times the identity, and its adjugate is $a^{2m}$ times the identity. The adjugate form of the theorem then gives $a^{2m}\sum_i h_i^2$ directly. In three dimensions, with $a>0$, the cell area of a simple cubic lattice plane is $a^2\sqrt{h_0^2+h_1^2+h_2^2}$.

```lean
/-- In a hypercubic lattice of edge `a` in dimension `m + 1`, the in-plane Gram determinant is
`a^(2m)` times the sum of the squared indices. -/
theorem planeGram_det_cubic (a : ℝ) {h : Fin (m + 1) → ℤ}
    {U : Matrix (Fin (m + 1)) (Fin (m + 1)) ℤ} (hU : AdaptedBasis h U) :
    (planeGram (a ^ 2 • (1 : Matrix (Fin (m + 1)) (Fin (m + 1)) ℝ)) U).det
      = a ^ (2 * m) * ∑ i, (h i : ℝ) ^ 2 := by
  rw [planeGram_det_eq_adjugate _ hU, Matrix.adjugate_smul, Matrix.adjugate_one,
    Fintype.card_fin, Nat.add_sub_cancel, Matrix.smul_mulVec, Matrix.one_mulVec,
    dotProduct_smul, smul_eq_mul, ← pow_mul]
  simp only [dotProduct, realIndices, sq]
```

The last theorem confirms that the basis used for the (123) planes above is adapted. The matrix is written row by row, so the vectors $u_0,u_1,u_2$ are read downwards. The determinant is expanded by the $3\times3$ formula, and the plane conditions are decided by integer arithmetic. In a simple cubic lattice of edge $1$ the same columns have Gram determinant $5\cdot10-6^2=14=1+4+9$.

```lean
/-- The columns `(2,-1,0)`, `(3,0,-1)`, `(1,0,0)` form a lattice basis adapted to the
`(123)` planes. -/
theorem adaptedBasis_witness :
    AdaptedBasis (m := 2) ![1, 2, 3] !![2, 3, 1; -1, 0, 0; 0, -1, 0] where
  unimodular := by
    have e : (!![2, 3, 1; -1, 0, 0; 0, -1, 0] : Matrix (Fin 3) (Fin 3) ℤ).det = 1 := by
      simp [Matrix.det_fin_three]
    exact e ▸ isUnit_one
  inPlane := by decide
  nextPlane := by decide

end

end LatticePlaneCellArea
```

```lean
#print axioms LatticePlaneCellArea.plane_cell_area
-- 'LatticePlaneCellArea.plane_cell_area' depends on axioms: [propext, Classical.choice, Quot.sound]
#print axioms LatticePlaneCellArea.planeGram_det_cubic
-- 'LatticePlaneCellArea.planeGram_det_cubic' depends on axioms: [propext, Classical.choice, Quot.sound]
```
